# Isoelectronic scaling of radial integrals and oscillator strengths

All quantities are in atomic units. A radial function P is the usual P(r) = r R(r), so its norm integral is ∫ P(r)² dr over r > 0, with no further factor r². The nuclear charge Z is a real variable, which includes the integer charges of actual ions.

```lean
import Mathlib

open MeasureTheory Filter Topology

namespace IsoelectronicScaling

noncomputable section
```

For Z > 0, the function P scaled to charge Z is

P_Z(r) = √Z P(Zr).

In Lean, P is any function `ℝ → ℝ`. It need not solve a radial Schrödinger equation. The definition accepts every real Z, and the theorems that use it either assume Z > 0 or take the limit Z → ∞.

```lean
/-- The radial function `P` scaled to nuclear charge `Z`: `P_Z(r) = √Z P(Z r)`, for `Z > 0`. -/
def scaledRadial (Z : ℝ) (P : ℝ → ℝ) : ℝ → ℝ := fun r => √Z * P (Z * r)
```

For a natural number k, the k-th radial moment of P and Q is

I_k(P, Q) = ∫ P(r) r^k Q(r) dr, over r > 0.

The dipole integral is I_1. The code does not require P and Q to be normalised. For functions of finite nonzero norm, the normalised value is I_k(P, Q) divided by √(∫ P² dr · ∫ Q² dr).

```lean
/-- The radial integral of `P(r) r^k Q(r)` over `r > 0`; `k = 1` is the dipole integral. -/
def radialMoment (k : ℕ) (P Q : ℝ → ℝ) : ℝ :=
  ∫ r in Set.Ioi (0 : ℝ), P r * r ^ k * Q r
```

The oscillator strength in the length form, for transition energy ΔE and dipole matrix element D, is

f = (2/3) ΔE D².

Here D is one real number. Its square stands for the squared dipole matrix element summed over Cartesian components and over degenerate final substates. For a pair of normalised orbitals, D = c I_1(P, Q), where c collects the angular integration and these sums. The value of c is left arbitrary.

```lean
/-- The oscillator strength `(2/3) ΔE D²` in atomic units, for transition energy `dE` and
dipole matrix element `D`. -/
def oscillatorStrength (dE D : ℝ) : ℝ := 2 / 3 * dE * D ^ 2
```

## (a) The integrand at charge Z

Let Z > 0. Express the integrand of the scaled moment through the original functions at the point Zr, by showing that for every real r

P_Z(r) r^k Q_Z(r) = (Z/Z^k) · P(Zr) (Zr)^k Q(Zr).

The two prefactors give √Z · √Z = Z, so the left side is Z P(Zr) r^k Q(Zr). Since (Zr)^k = Z^k r^k, we may replace r^k by (Zr)^k/Z^k, and the right side follows.

The Lean proof records the same two facts: `hs` is the product of the square roots, and `hc` is the cancellation of Z^k. The `linear_combination` line multiplies their difference by the common factor P(Zr) r^k Q(Zr).

```lean
/-- The integrand of a scaled moment is a constant times the unscaled integrand at `Z r`. -/
theorem scaled_integrand {Z : ℝ} (hZ : 0 < Z) (k : ℕ) (P Q : ℝ → ℝ) (r : ℝ) :
    scaledRadial Z P r * r ^ k * scaledRadial Z Q r =
      Z / Z ^ k * (P (Z * r) * (Z * r) ^ k * Q (Z * r)) := by
  have hs : √Z * √Z = Z := Real.mul_self_sqrt hZ.le
  have hc : Z / Z ^ k * Z ^ k = Z := div_mul_cancel₀ _ (pow_ne_zero k hZ.ne')
  rw [mul_pow]
  simp only [scaledRadial]
  linear_combination (P (Z * r) * r ^ k * Q (Z * r)) * (hs - hc)
```

## (b) Convergence before and after scaling

Show that scaling neither creates nor destroys convergence. For Z > 0,

∫ |P_Z(r) r^k Q_Z(r)| dr < ∞ if and only if ∫ |P(r) r^k Q(r)| dr < ∞,

with both integrals over r > 0.

Write F(x) = P(x) x^k Q(x). By (a), the scaled integrand is (Z/Z^k) F(Zr). The constant is positive, so it does not affect convergence. The substitution x = Zr maps the half-line onto itself and gives

∫ |F(Zr)| dr = (1/Z) ∫ |F(x)| dx.

One side is finite exactly when the other is.

`IntegrableOn` over `Set.Ioi 0` means absolute integrability on r > 0 together with measurability, and the equivalence covers both. In the proof, `h` is the substitution and `integrable_const_mul_iff` removes the nonzero constant.

```lean
/-- The integrand of a radial moment is integrable for the scaled functions exactly when it is
integrable for the original ones. -/
theorem integrable_scaled_iff {Z : ℝ} (hZ : 0 < Z) (k : ℕ) (P Q : ℝ → ℝ) :
    IntegrableOn (fun r => scaledRadial Z P r * r ^ k * scaledRadial Z Q r) (Set.Ioi 0) ↔
      IntegrableOn (fun r => P r * r ^ k * Q r) (Set.Ioi 0) := by
  have h := integrableOn_Ioi_comp_mul_left_iff (fun x => P x * x ^ k * Q x) 0 hZ
  rw [mul_zero] at h
  have hc : Z / Z ^ k ≠ 0 := div_ne_zero hZ.ne' (pow_ne_zero k hZ.ne')
  simp_rw [scaled_integrand hZ k P Q]
  exact Iff.trans (integrable_const_mul_iff (IsUnit.mk0 _ hc) _) h
```

## (c) Moments at charge Z

Find how the k-th moment depends on the charge. For Z > 0, show that

I_k(P_Z, Q_Z) = I_k(P, Q) / Z^k.

With F as in (b), part (a) and the substitution x = Zr give

I_k(P_Z, Q_Z) = (Z/Z^k) ∫ F(Zr) dr
= (Z/Z^k) · (1/Z) ∫ F(x) dx
= I_k(P, Q) / Z^k.

For k = 1, the dipole integral is divided by Z: for Z > 1 the orbitals contract towards the nucleus, and lengths shrink by that factor.

The theorem has no integrability hypothesis. If one integral fails to converge absolutely, so does the other by (b), and Lean assigns both the value 0. The proof takes the substitution from `integral_comp_mul_left_Ioi`, moves the constant out with `integral_const_mul`, and cancels Z against 1/Z.

```lean
/-- Scaling to nuclear charge `Z` divides the `k`-th radial moment by `Z^k`. -/
theorem radialMoment_scaled {Z : ℝ} (hZ : 0 < Z) (k : ℕ) (P Q : ℝ → ℝ) :
    radialMoment k (scaledRadial Z P) (scaledRadial Z Q) = radialMoment k P Q / Z ^ k := by
  -- change of variables `x = Z r` on the half-line
  have h := integral_comp_mul_left_Ioi (fun x => P x * x ^ k * Q x) 0 hZ
  simp only [mul_zero, smul_eq_mul] at h
  unfold radialMoment
  simp_rw [scaled_integrand hZ k P Q]
  rw [integral_const_mul, h, div_mul_eq_mul_div, mul_inv_cancel_left₀ hZ.ne']
```

## (d) The norm

Show that the factor √Z keeps the norm integral fixed. For Z > 0,

∫ P_Z(r)² dr = ∫ P(r)² dr, over r > 0.

This is (c) with Q = P and k = 0, because r^0 = 1 and Z^0 = 1. A normalised orbital therefore stays normalised, and the normalising denominator given with the definition of I_k is the same at every charge.

Lean takes the same special case, and `simpa` rewrites the product of equal functions as a square.

```lean
/-- Scaling to nuclear charge `Z` preserves the norm integral of a radial function. -/
theorem norm_scaled {Z : ℝ} (hZ : 0 < Z) (P : ℝ → ℝ) :
    ∫ r in Set.Ioi (0 : ℝ), scaledRadial Z P r ^ 2 = ∫ r in Set.Ioi (0 : ℝ), P r ^ 2 := by
  have h := radialMoment_scaled hZ 0 P P
  simpa only [radialMoment, pow_zero, mul_one, div_one, ← sq] using h
```

## (e) One electron in the field of charge Z

Suppose that the transition energy is exactly e0 Z² and that both orbitals are scaled. Show that the oscillator strength is the same at every charge Z > 0:

(2/3) (e0 Z²) (c I_1(P_Z, Q_Z))² = (2/3) e0 (c I_1(P, Q))².

By (c), the dipole matrix element is c I_1(P, Q)/Z. Its square carries 1/Z², which cancels the Z² of the energy.

This is the situation of a nonrelativistic hydrogen-like ion with a fixed point nucleus. Its orbitals are the scaled hydrogen orbitals, and for a transition from principal quantum number n to n′ the energy coefficient is e0 = (1/2)(1/n² − 1/n′²). The theorem itself takes e0, c, P and Q as arbitrary data.

After (c) has been inserted, the tactic `field` checks the cancellation, using Z ≠ 0.

```lean
/-- With scaled orbitals, angular factor `c` and transition energy `e0 Z²`, the oscillator
strength equals its value at `Z = 1`. -/
theorem hydrogenic_strength {Z : ℝ} (hZ : 0 < Z) (e0 c : ℝ) (P Q : ℝ → ℝ) :
    oscillatorStrength (e0 * Z ^ 2)
        (c * radialMoment 1 (scaledRadial Z P) (scaledRadial Z Q)) =
      oscillatorStrength e0 (c * radialMoment 1 P Q) := by
  have hz : Z ≠ 0 := hZ.ne'
  rw [radialMoment_scaled hZ, pow_one]
  simp only [oscillatorStrength]
  field
```

## (f) Limits for a many-electron sequence

Let the transition energy ΔE_Z and the dipole matrix element D_Z now be arbitrary functions of Z, subject to two conditions as Z → ∞:

Z D_Z → d0,
(ΔE_Z − e0 Z²)/Z → e1.

Write f_Z = (2/3) ΔE_Z D_Z². Show that

f_Z → (2/3) e0 d0²,

and that, if e0 = 0,

Z f_Z → (2/3) e1 d0².

For d0 ≠ 0, the first condition says that the matrix element shrinks like 1/Z, as a length does in a hydrogen-like ion; for d0 = 0 it says that the matrix element shrinks faster than 1/Z. The second says that ΔE_Z = e0 Z² + e1 Z plus terms that grow more slowly than Z. In the nonrelativistic expansion in 1/Z, e0 is the difference of the hydrogenic energies and e1 comes from the electron repulsion in first order. The coefficient e0 vanishes when no principal quantum number changes, as in the 2s–2p transition of lithium-like ions.

For the first limit, divide the energy by Z²:

ΔE_Z/Z² = e0 + (1/Z) · (ΔE_Z − e0 Z²)/Z → e0 + 0 · e1 = e0.

For Z > 0 the strength factors as

f_Z = (2/3) (ΔE_Z/Z²) (Z D_Z)²,

and the product of the limits is (2/3) e0 d0². If e0 = 0, the energy condition reads ΔE_Z/Z → e1, and

Z f_Z = (2/3) (ΔE_Z/Z) (Z D_Z)² → (2/3) e1 d0².

For electronic structure, this gives the high-charge behaviour of oscillator strengths along a nonrelativistic isoelectronic sequence whose energies and matrix elements satisfy the two conditions. The conditions are assumed here, not derived from a many-electron Hamiltonian. Relativistic energy corrections, which grow like Z⁴ in leading order, would in general violate the second one.

In Lean, `Tendsto … atTop (𝓝 d0)` is convergence to d0 as Z → ∞, and `hD` and `hE` are the two conditions. The two bullets of the proof treat the two limits. In each, the limit of the factored form is built from `hD` and `hE`. Then `congr'` passes to the original expression, which needs to agree with the factored form only for large Z, and `field` verifies that agreement for Z > 0.

```lean
/-- Isoelectronic limits: if `Z D_Z → d0` and `(ΔE_Z - e0 Z²)/Z → e1`, then `f_Z` tends to
`(2/3) e0 d0²`, and when `e0 = 0`, `Z f_Z` tends to `(2/3) e1 d0²`. -/
theorem oscillatorStrength_limits {dE D : ℝ → ℝ} {e0 e1 d0 : ℝ}
    (hD : Tendsto (fun Z => Z * D Z) atTop (𝓝 d0))
    (hE : Tendsto (fun Z => (dE Z - e0 * Z ^ 2) / Z) atTop (𝓝 e1)) :
    Tendsto (fun Z => oscillatorStrength (dE Z) (D Z)) atTop (𝓝 (2 / 3 * e0 * d0 ^ 2)) ∧
    (e0 = 0 → Tendsto (fun Z => Z * oscillatorStrength (dE Z) (D Z)) atTop
      (𝓝 (2 / 3 * e1 * d0 ^ 2))) := by
  constructor
  · -- the energy divided by `Z²` tends to `e0`
    have h := (hE.mul tendsto_inv_atTop_zero).const_add e0
    rw [mul_zero, add_zero] at h
    refine ((h.const_mul (2 / 3)).mul (hD.pow 2)).congr' ?_
    filter_upwards [eventually_gt_atTop (0 : ℝ)] with Z hZ
    have hz : Z ≠ 0 := hZ.ne'
    simp only [oscillatorStrength]
    field
  · -- without the `Z²` term the energy grows at most linearly
    intro h0
    subst h0
    simp only [zero_mul, sub_zero] at hE
    refine ((hE.const_mul (2 / 3)).mul (hD.pow 2)).congr' ?_
    filter_upwards [eventually_gt_atTop (0 : ℝ)] with Z hZ
    have hz : Z ≠ 0 := hZ.ne'
    simp only [oscillatorStrength]
    field
```

## (g) The first correction in 1/Z

Keep the energy condition of (f), and sharpen the dipole condition to

Z (Z D_Z − d0) → d1,

which means Z D_Z = d0 + d1/Z plus terms smaller than 1/Z. Show that

Z (f_Z − (2/3) e0 d0²) → (2/3) (e1 d0² + 2 e0 d0 d1).

Put u = Z D_Z and a = (ΔE_Z − e0 Z²)/Z. The sharper condition contains the old one, because

u = d0 + (1/Z) · Z(u − d0) → d0.

For Z > 0 we have f_Z = (2/3)(e0 + a/Z) u², and hence

Z (f_Z − (2/3) e0 d0²) = (2/3) [a u² + e0 Z(u² − d0²)]
= (2/3) [a u² + e0 · Z(u − d0) · (u + d0)].

Now a → e1, u → d0 and Z(u − d0) → d1, so the bracket tends to e1 d0² + e0 d1 · 2d0. The first term is the correction from the energy, the second the correction from the matrix element.

In the limiting case e0 = 0 the second term disappears, and the result reduces to Z f_Z → (2/3) e1 d0², in agreement with (f). The coefficient d1 then plays no part at this order.

In the proof, `hD0` is the recovered limit of u, and `h` assembles the bracket from its energy part and its dipole part. The equation `hlim` only rewrites 2d0 as d0 + d0, the form in which the limit of u + d0 appears.

```lean
/-- First correction in `1/Z`: if `Z (Z D_Z - d0) → d1` and `(ΔE_Z - e0 Z²)/Z → e1`, then `Z (f_Z -
(2/3) e0 d0²)` tends to `(2/3) (e1 d0² + 2 e0 d0 d1)`. -/
theorem oscillatorStrength_first_correction {dE D : ℝ → ℝ} {e0 e1 d0 d1 : ℝ}
    (hD : Tendsto (fun Z => Z * (Z * D Z - d0)) atTop (𝓝 d1))
    (hE : Tendsto (fun Z => (dE Z - e0 * Z ^ 2) / Z) atTop (𝓝 e1)) :
    Tendsto (fun Z => Z * (oscillatorStrength (dE Z) (D Z) - 2 / 3 * e0 * d0 ^ 2)) atTop
      (𝓝 (2 / 3 * (e1 * d0 ^ 2 + 2 * e0 * d0 * d1))) := by
  -- the dipole expansion contains the leading limit `Z D_Z → d0`
  have hD0 : Tendsto (fun Z => Z * D Z) atTop (𝓝 d0) := by
    have h := (hD.mul tendsto_inv_atTop_zero).const_add d0
    rw [mul_zero, add_zero] at h
    refine h.congr' ?_
    filter_upwards [eventually_gt_atTop (0 : ℝ)] with Z hZ
    have hz : Z ≠ 0 := hZ.ne'
    field
  -- split the deviation into an energy part and a dipole part
  have h := ((hE.mul (hD0.pow 2)).add
    ((hD.const_mul e0).mul (hD0.add_const d0))).const_mul (2 / 3)
  have hlim : 2 / 3 * (e1 * d0 ^ 2 + 2 * e0 * d0 * d1) =
      2 / 3 * (e1 * d0 ^ 2 + e0 * d1 * (d0 + d0)) := by ring
  rw [hlim]
  refine h.congr' ?_
  filter_upwards [eventually_gt_atTop (0 : ℝ)] with Z hZ
  have hz : Z ≠ 0 := hZ.ne'
  simp only [oscillatorStrength]
  field
```

## (h) Scaled orbitals with a general energy

Take the matrix element from scaled orbitals, D_Z = c I_1(P_Z, Q_Z), and let the energy satisfy only the condition of (f). Show that

f_Z → (2/3) e0 (c I_1(P, Q))²,

and that, if e0 = 0,

Z f_Z → (2/3) e1 (c I_1(P, Q))².

By (c), Z D_Z = c I_1(P, Q) for every Z > 0. The dipole condition of (f) therefore holds with d0 = c I_1(P, Q), and both limits follow from (f).

The orbitals in this model keep their shape along the whole sequence, so changes of screening with Z enter only through the energy. The Lean proof applies `oscillatorStrength_limits` and supplies the dipole condition as the limit of a function that is constant for Z > 0.

```lean
/-- Isoelectronic limits for scaled orbitals with angular factor `c`: let `d0` be `c` times the
dipole integral of the unscaled functions. If `(ΔE_Z - e0 Z²)/Z → e1`, then `f_Z` tends to `(2/3) e0
d0²`, and when `e0 = 0`, `Z f_Z` tends to `(2/3) e1 d0²`. -/
theorem scaled_orbital_limits {dE : ℝ → ℝ} {e0 e1 : ℝ} (c : ℝ) (P Q : ℝ → ℝ)
    (hE : Tendsto (fun Z => (dE Z - e0 * Z ^ 2) / Z) atTop (𝓝 e1)) :
    Tendsto (fun Z => oscillatorStrength (dE Z)
        (c * radialMoment 1 (scaledRadial Z P) (scaledRadial Z Q))) atTop
      (𝓝 (2 / 3 * e0 * (c * radialMoment 1 P Q) ^ 2)) ∧
    (e0 = 0 → Tendsto (fun Z => Z * oscillatorStrength (dE Z)
        (c * radialMoment 1 (scaledRadial Z P) (scaledRadial Z Q))) atTop
      (𝓝 (2 / 3 * e1 * (c * radialMoment 1 P Q) ^ 2))) := by
  refine oscillatorStrength_limits ?_ hE
  refine tendsto_const_nhds.congr' ?_
  filter_upwards [eventually_gt_atTop (0 : ℝ)] with Z hZ
  have hz : Z ≠ 0 := hZ.ne'
  rw [radialMoment_scaled hZ, pow_one]
  field

end

end IsoelectronicScaling
```

```lean
#print axioms IsoelectronicScaling.hydrogenic_strength
-- 'IsoelectronicScaling.hydrogenic_strength' depends on axioms: [propext, Classical.choice, Quot.sound]
#print axioms IsoelectronicScaling.oscillatorStrength_limits
-- 'IsoelectronicScaling.oscillatorStrength_limits' depends on axioms: [propext, Classical.choice, Quot.sound]
#print axioms IsoelectronicScaling.oscillatorStrength_first_correction
-- 'IsoelectronicScaling.oscillatorStrength_first_correction' depends on axioms: [propext, Classical.choice, Quot.sound]
#print axioms IsoelectronicScaling.scaled_orbital_limits
-- 'IsoelectronicScaling.scaled_orbital_limits' depends on axioms: [propext, Classical.choice, Quot.sound]
```
